# Every pure state of a two-level system saturates the Schrödinger relation

A spin one-half is prepared many times in the same pure state ψ, and two observables A and B are measured on separate copies. The Schrödinger uncertainty relation bounds the product of the two variances from below by a covariance term plus a commutator term, and one can ask how close the spin comes to this bound. For Hermitian 2×2 matrices and any unit vector in ℂ² it meets the bound exactly:

Var(A) Var(B) = Cov(A,B)² + |⟨AB − BA⟩|²/4

The Schrödinger relation proper is an inequality that also covers mixed states and infinite dimension; the theorems here treat pure states in finite dimension, characterise the case of equality, and do not state the inequality itself. For a pure qubit state, the result says that the gap in the weaker commutator-only bound is exactly Cov(A,B)².

## States and moments

A state is a function `n → ℂ` on a finite index type, and an observable is a `Matrix n n ℂ`.

```lean
import Mathlib

open Matrix
open ComplexConjugate
open scoped ComplexOrder

namespace QubitSchroedingerSaturation

noncomputable section

variable {n : Type*} [Fintype n]
```

The bracket ⟨φ|χ⟩ = Σᵢ φ̄ᵢ χᵢ is conjugate-linear in the bra. The expectation value ⟨A⟩ = ⟨ψ|Aψ⟩ is not divided by ⟨ψ|ψ⟩, so normalisation enters the theorems as the hypothesis `braket ψ ψ = 1`.

```lean
/-- The bracket `⟨φ|χ⟩`, conjugate-linear in the bra. -/
def braket (φ χ : n → ℂ) : ℂ := star φ ⬝ᵥ χ

/-- The expectation value `⟨A⟩ = ⟨ψ|Aψ⟩`. -/
def expval (A : Matrix n n ℂ) (ψ : n → ℂ) : ℂ := braket ψ (A *ᵥ ψ)
```

Variance and symmetrised covariance are real numbers built from real parts:

Var(A) = Re⟨A²⟩ − (Re⟨A⟩)²

Cov(A,B) = Re⟨AB + BA⟩/2 − Re⟨A⟩ Re⟨B⟩

```lean
/-- The variance `⟨A²⟩ - ⟨A⟩²`, built from the real parts of the expectation values. -/
def variance (A : Matrix n n ℂ) (ψ : n → ℂ) : ℝ :=
  (expval (A * A) ψ).re - (expval A ψ).re ^ 2

/-- The symmetrized covariance `⟨AB + BA⟩/2 - ⟨A⟩⟨B⟩`, built from the real parts of the
expectation values. -/
def covariance (A B : Matrix n n ℂ) (ψ : n → ℂ) : ℝ :=
  (expval (A * B + B * A) ψ).re / 2 - (expval A ψ).re * (expval B ψ).re
```

The slack is the left side of the relation minus the right side, with `‖expval (A * B - B * A) ψ‖` the modulus of a complex number. The centred vector of A is Aψ − ⟨A⟩ψ.

```lean
/-- The slack of the Schroedinger relation, `Var(A) Var(B) - Cov(A,B)² - |⟨AB - BA⟩|²/4`. -/
def slack (A B : Matrix n n ℂ) (ψ : n → ℂ) : ℝ :=
  variance A ψ * variance B ψ - covariance A B ψ ^ 2 - ‖expval (A * B - B * A) ψ‖ ^ 2 / 4

/-- The centred vector `Aψ - ⟨A⟩ψ`. -/
def centred (A : Matrix n n ℂ) (ψ : n → ℂ) : n → ℂ := A *ᵥ ψ - expval A ψ • ψ
```

## Bracket algebra

Since (Aφ)† = φ†A† = φ†A for Hermitian A, one has ⟨Aφ|χ⟩ = ⟨φ|Aχ⟩.

```lean
/-- A Hermitian matrix moves from the bra to the ket: `⟨Aφ|χ⟩ = ⟨φ|Aχ⟩`. -/
theorem braket_hermitian {A : Matrix n n ℂ} (hA : A.IsHermitian) (φ χ : n → ℂ) :
    braket (A *ᵥ φ) χ = braket φ (A *ᵥ χ) := by
  unfold braket
  rw [Matrix.star_mulVec, hA.eq, Matrix.dotProduct_mulVec]
```

Conjugating the sum term by term exchanges bra and ket.

```lean
/-- Exchanging bra and ket conjugates the bracket. -/
theorem braket_conj (φ χ : n → ℂ) : conj (braket φ χ) = braket χ φ := by
  unfold braket dotProduct
  rw [map_sum]
  refine Finset.sum_congr rfl fun i _ => ?_
  simp [mul_comm]
```

Sesquilinearity gives

⟨u − a v | w − b z⟩ = ⟨u|w⟩ − b⟨u|z⟩ − ā⟨v|w⟩ + ā b⟨v|z⟩

```lean
/-- Sesquilinear expansion of the bracket `⟨u - a v | w - b z⟩`. -/
theorem braket_sub_smul (u v w z : n → ℂ) (a b : ℂ) :
    braket (u - a • v) (w - b • z)
      = braket u w - b * braket u z - conj a * braket v w + conj a * b * braket v z := by
  simp only [braket, star_sub, star_smul, sub_dotProduct, dotProduct_sub, smul_dotProduct,
    dotProduct_smul, smul_eq_mul, Complex.star_def]
  ring
```

The mean of a Hermitian matrix is real, because the conjugate of ⟨ψ|Aψ⟩ is ⟨Aψ|ψ⟩ = ⟨ψ|Aψ⟩.

```lean
/-- The expectation value of a Hermitian matrix has vanishing imaginary part. -/
theorem expval_im_zero {A : Matrix n n ℂ} (hA : A.IsHermitian) (ψ : n → ℂ) :
    (expval A ψ).im = 0 := by
  apply Complex.conj_eq_iff_im.mp
  unfold expval
  rw [braket_conj, braket_hermitian hA]
```

## The slack as a Gram determinant

Let u = Aψ − ⟨A⟩ψ and v = Bψ − ⟨B⟩ψ. Expanding, with ⟨A⟩ real and ⟨ψ|ψ⟩ = 1,

⟨u|v⟩ = ⟨AB⟩ − ⟨B⟩⟨A⟩ − ⟨A⟩⟨B⟩ + ⟨A⟩⟨B⟩ = ⟨AB⟩ − ⟨A⟩⟨B⟩

In the proof `h1`, `h2` and `h3` identify the first three brackets of the expansion and `hr` removes the conjugate on ⟨A⟩. Only the matrix in the bra has to be Hermitian.

```lean
/-- For Hermitian `A` and a unit vector, the bracket of the centred vectors of `A` and `B`
is `⟨AB⟩ - ⟨A⟩⟨B⟩`. -/
theorem centred_braket {A : Matrix n n ℂ} {ψ : n → ℂ} (hA : A.IsHermitian)
    (hψ : braket ψ ψ = 1) (B : Matrix n n ℂ) :
    braket (centred A ψ) (centred B ψ) = expval (A * B) ψ - expval A ψ * expval B ψ := by
  have hr : conj (expval A ψ) = expval A ψ :=
    Complex.conj_eq_iff_im.mpr (expval_im_zero hA ψ)
  have h1 : braket (A *ᵥ ψ) (B *ᵥ ψ) = expval (A * B) ψ := by
    unfold expval
    rw [braket_hermitian hA, Matrix.mulVec_mulVec]
  have h2 : braket (A *ᵥ ψ) ψ = expval A ψ := braket_hermitian hA ψ ψ
  have h3 : braket ψ (B *ᵥ ψ) = expval B ψ := rfl
  unfold centred
  rw [braket_sub_smul, h1, h2, h3, hr, hψ]
  ring
```

With both matrices Hermitian the formula applies four times. The diagonal cases give Re⟨u|u⟩ = Var(A) and Re⟨v|v⟩ = Var(B). Since ⟨v|u⟩ is the conjugate of ⟨u|v⟩ and the means are real, ⟨BA⟩ is the conjugate of ⟨AB⟩; this is `hqre` and `hqim`. Therefore

Cov(A,B) = Re⟨AB⟩ − ⟨A⟩⟨B⟩ = Re⟨u|v⟩

⟨AB − BA⟩ = 2i Im⟨AB⟩ = 2i Im⟨u|v⟩

and the two terms on the right of the relation add up to |⟨u|v⟩|². In any finite dimension,

slack = ⟨u|u⟩⟨v|v⟩ − |⟨u|v⟩|²

The closing `simp only` splits everything into real and imaginary parts, and `ring` checks the polynomial identity.

```lean
/-- In any finite dimension, for Hermitian `A`, `B` and a unit vector, the slack equals the
Gram determinant `⟨u|u⟩⟨v|v⟩ - |⟨u|v⟩|²` of the centred vectors `u`, `v`. -/
theorem slack_eq_gram {A B : Matrix n n ℂ} {ψ : n → ℂ} (hA : A.IsHermitian)
    (hB : B.IsHermitian) (hψ : braket ψ ψ = 1) :
    slack A B ψ = (braket (centred A ψ) (centred A ψ)).re
        * (braket (centred B ψ) (centred B ψ)).re
      - ‖braket (centred A ψ) (centred B ψ)‖ ^ 2 := by
  have ha := expval_im_zero hA ψ
  have hb := expval_im_zero hB ψ
  have huu := centred_braket hA hψ A
  have hvv := centred_braket hB hψ B
  have huv := centred_braket hA hψ B
  have hvu := centred_braket hB hψ A
  -- `⟨BA⟩` is the complex conjugate of `⟨AB⟩`
  have hc := braket_conj (centred A ψ) (centred B ψ)
  rw [huv, hvu] at hc
  have hre := congrArg Complex.re hc
  have him := congrArg Complex.im hc
  simp only [Complex.conj_re, Complex.conj_im, Complex.sub_re, Complex.sub_im, Complex.mul_re,
    Complex.mul_im, ha, hb] at hre him
  have hqre : (expval (B * A) ψ).re = (expval (A * B) ψ).re := by
    linear_combination (-1 : ℝ) * hre
  have hqim : (expval (B * A) ψ).im = -(expval (A * B) ψ).im := by
    linear_combination (-1 : ℝ) * him
  have hadd : expval (A * B + B * A) ψ = expval (A * B) ψ + expval (B * A) ψ := by
    simp only [expval, braket, Matrix.add_mulVec, dotProduct_add]
  have hsub : expval (A * B - B * A) ψ = expval (A * B) ψ - expval (B * A) ψ := by
    simp only [expval, braket, Matrix.sub_mulVec, dotProduct_sub]
  unfold slack variance covariance
  rw [hadd, hsub, huu, hvv, huv]
  -- the covariance is the real part of `⟨u|v⟩`, the commutator term its imaginary part
  simp only [Complex.sq_norm, Complex.normSq_apply, Complex.add_re, Complex.sub_re,
    Complex.sub_im, Complex.mul_re, Complex.mul_im, ha, hb, hqre, hqim]
  ring
```

## The case of equality

The slack vanishes if and only if u = a w and v = b w for some vector w and complex numbers a, b, either of which may be zero.

Suppose the slack vanishes. If u = 0, which is the case of an eigenvector of A, take w = v, a = 0, b = 1. Otherwise N = ⟨u|u⟩ ≠ 0, and b is defined by ⟨u|v⟩ = bN. Then N⟨v|v⟩ = |b|²N², so ⟨v|v⟩ = |b|²N, which is `hM`, and

⟨v − b u | v − b u⟩ = |b|²N − |b|²N − |b|²N + |b|²N = 0

This is `hz`. A vector of zero norm vanishes, so v = b u and w = u serves.

Conversely, with W = ⟨w|w⟩ real, `hs` gives ⟨u|u⟩ = |a|²W, ⟨v|v⟩ = |b|²W and ⟨u|v⟩ = ā b W, so both terms of the determinant equal |a|²|b|²W². The two `generalize` steps show that the argument uses nothing about u and v beyond the Gram formula.

```lean
/-- In any finite dimension, for Hermitian `A`, `B` and a unit vector, the slack vanishes
exactly when both centred vectors are complex multiples of one vector. -/
theorem slack_eq_zero_iff_collinear {A B : Matrix n n ℂ} {ψ : n → ℂ} (hA : A.IsHermitian)
    (hB : B.IsHermitian) (hψ : braket ψ ψ = 1) :
    slack A B ψ = 0 ↔
      ∃ (w : n → ℂ) (a b : ℂ), centred A ψ = a • w ∧ centred B ψ = b • w := by
  rw [slack_eq_gram hA hB hψ]
  generalize centred A ψ = u
  generalize centred B ψ = v
  constructor
  · intro h
    by_cases hu : u = 0
    · exact ⟨v, 0, 1, by simp [hu], by simp⟩
    have hN : braket u u ≠ 0 := fun h0 => hu (dotProduct_star_self_eq_zero.mp h0)
    have hNr : (((braket u u).re : ℝ) : ℂ) = braket u u :=
      Complex.conj_eq_iff_re.mp (braket_conj u u)
    have hMr : (((braket v v).re : ℝ) : ℂ) = braket v v :=
      Complex.conj_eq_iff_re.mp (braket_conj v v)
    have hC : (((braket u u).re * (braket v v).re : ℝ) : ℂ) = ((‖braket u v‖ ^ 2 : ℝ) : ℂ) :=
      congrArg Complex.ofReal (sub_eq_zero.mp h)
    rw [Complex.ofReal_mul, hNr, hMr, Complex.sq_norm, Complex.normSq_eq_conj_mul_self] at hC
    -- `b` is the component of `v` along `u`
    obtain ⟨b, hb⟩ : ∃ b : ℂ, braket u v = b * braket u u :=
      ⟨braket u v / braket u u, (div_mul_cancel₀ _ hN).symm⟩
    have hcb : conj (braket u v) = conj b * braket u u := by
      rw [hb, map_mul, braket_conj]
    have hM : braket v v = conj b * b * braket u u := by
      apply mul_left_cancel₀ hN
      linear_combination hC + braket u v * hcb + conj b * braket u u * hb
    -- the remainder `v - b u` has zero norm
    have hz : braket (v - b • u) (v - b • u) = 0 := by
      rw [braket_sub_smul, ← braket_conj u v, hM, hcb, hb]
      ring
    have hv : v - b • u = 0 := dotProduct_star_self_eq_zero.mp hz
    exact ⟨u, 1, b, by simp, sub_eq_zero.mp hv⟩
  · rintro ⟨w, a, b, rfl, rfl⟩
    have hs : ∀ x y : ℂ, braket (x • w) (y • w) = conj x * y * braket w w := by
      intro x y
      simp only [braket, star_smul, smul_dotProduct, dotProduct_smul, smul_eq_mul,
        Complex.star_def]
      ring
    have hw : (braket w w).im = 0 := Complex.conj_eq_iff_im.mp (braket_conj w w)
    simp only [hs, Complex.sq_norm, Complex.normSq_apply, Complex.mul_re, Complex.mul_im,
      Complex.conj_re, Complex.conj_im, hw]
    ring
```

## Two levels

In ℂ², with components indexed 0 and 1, define the partner χ = (−ψ̄₁, ψ̄₀).

```lean
/-- The partner of a two-component vector `ψ`, with components `-conj ψ₁` and `conj ψ₀`. -/
def partner (ψ : Fin 2 → ℂ) : Fin 2 → ℂ := ![-conj (ψ 1), conj (ψ 0)]
```

Directly, ⟨ψ|χ⟩ = −ψ̄₀ψ̄₁ + ψ̄₁ψ̄₀ = 0 and ⟨χ|χ⟩ = |ψ₁|² + |ψ₀|² = ⟨ψ|ψ⟩, for any ψ.

```lean
/-- The partner is orthogonal to `ψ` and has the same squared norm. -/
theorem partner_orthogonal (ψ : Fin 2 → ℂ) :
    braket ψ (partner ψ) = 0 ∧ braket (partner ψ) (partner ψ) = braket ψ ψ := by
  have p0 : partner ψ 0 = -conj (ψ 1) := by simp [partner]
  have p1 : partner ψ 1 = conj (ψ 0) := by simp [partner]
  constructor
  · simp only [braket, dotProduct, Fin.sum_univ_two, Pi.star_apply, p0, p1, Complex.star_def]
    ring
  · simp only [braket, dotProduct, Fin.sum_univ_two, Pi.star_apply, p0, p1, Complex.star_def,
      map_neg, Complex.conj_conj]
    ring
```

For a unit ψ the pair ψ, χ is complete: φ − ⟨ψ|φ⟩ψ = ⟨χ|φ⟩χ for every φ, where ⟨χ|φ⟩ = −ψ₁φ₀ + ψ₀φ₁. In component 0,

φ₀ − (ψ̄₀φ₀ + ψ̄₁φ₁)ψ₀ + (−ψ₁φ₀ + ψ₀φ₁)ψ̄₁ = φ₀(1 − |ψ₀|² − |ψ₁|²) = 0

and component 1 leaves φ₁ times the same factor. These are the two `linear_combination` steps. Taking φ = Aψ gives Aψ − ⟨A⟩ψ = ⟨χ|Aψ⟩χ, and A need not be Hermitian for this.

```lean
/-- For a unit vector in `ℂ²` and any `2 × 2` matrix `A`, the centred vector is
`⟨χ|Aψ⟩ χ` with `χ` the partner of `ψ`. -/
theorem centred_eq_partner (A : Matrix (Fin 2) (Fin 2) ℂ) {ψ : Fin 2 → ℂ}
    (hψ : braket ψ ψ = 1) :
    centred A ψ = braket (partner ψ) (A *ᵥ ψ) • partner ψ := by
  have p0 : partner ψ 0 = -conj (ψ 1) := by simp [partner]
  have p1 : partner ψ 1 = conj (ψ 0) := by simp [partner]
  have h1 : ∀ φ : Fin 2 → ℂ, braket ψ φ = conj (ψ 0) * φ 0 + conj (ψ 1) * φ 1 := by
    intro φ
    simp only [braket, dotProduct, Fin.sum_univ_two, Pi.star_apply, Complex.star_def]
  have h2 : ∀ φ : Fin 2 → ℂ, braket (partner ψ) φ = -ψ 1 * φ 0 + ψ 0 * φ 1 := by
    intro φ
    simp only [braket, dotProduct, Fin.sum_univ_two, Pi.star_apply, p0, p1, Complex.star_def,
      map_neg, Complex.conj_conj]
  have h : conj (ψ 0) * ψ 0 + conj (ψ 1) * ψ 1 = 1 := (h1 ψ).symm.trans hψ
  unfold centred expval
  generalize A *ᵥ ψ = φ
  -- completeness of the pair `ψ`, `χ`, component by component
  rw [h1 φ, h2 φ, funext_iff, Fin.forall_fin_two]
  constructor
  · simp only [Pi.sub_apply, Pi.smul_apply, smul_eq_mul, p0]
    linear_combination (-φ 0) * h
  · simp only [Pi.sub_apply, Pi.smul_apply, smul_eq_mul, p1]
    linear_combination (-φ 1) * h
```

For Hermitian A the variance is the squared length of the centred vector, and ⟨χ|χ⟩ = 1, so

Var(A) = |⟨χ|Aψ⟩|²

The variance is the squared modulus of the off-diagonal matrix element between ψ and its orthogonal partner. The main theorem does not use this formula.

```lean
/-- For a unit vector in `ℂ²` and a Hermitian `2 × 2` matrix, the variance is `|⟨χ|Aψ⟩|²`
with `χ` the partner of `ψ`. -/
theorem qubit_variance {A : Matrix (Fin 2) (Fin 2) ℂ} {ψ : Fin 2 → ℂ} (hA : A.IsHermitian)
    (hψ : braket ψ ψ = 1) :
    variance A ψ = ‖braket (partner ψ) (A *ᵥ ψ)‖ ^ 2 := by
  have hs : ∀ (c : ℂ) (w : Fin 2 → ℂ), braket (c • w) (c • w) = conj c * c * braket w w := by
    intro c w
    simp only [braket, star_smul, smul_dotProduct, dotProduct_smul, smul_eq_mul,
      Complex.star_def]
    ring
  have h := centred_braket hA hψ A
  rw [centred_eq_partner A hψ, hs, (partner_orthogonal ψ).2, hψ] at h
  have hre := congrArg Complex.re h
  simp only [mul_one, Complex.mul_re, Complex.conj_re, Complex.conj_im, Complex.sub_re,
    expval_im_zero hA ψ] at hre
  unfold variance
  rw [Complex.sq_norm, Complex.normSq_apply]
  linear_combination (-1 : ℝ) * hre
```

Both centred vectors are multiples of χ, so the criterion applies with w = χ, and `linarith` rearranges slack = 0. In words, `qubit_saturates_schroedinger` states that for all complex 2×2 matrices with `A.IsHermitian` and `B.IsHermitian`, and every `ψ : Fin 2 → ℂ` of unit norm, the product of the variances equals the squared covariance plus a quarter of the squared modulus of the mean commutator. The matrices carry whatever units the observables have; no ħ appears, and density matrices are not modelled.

```lean
/-- Every unit vector in `ℂ²` saturates the Schroedinger relation: for Hermitian `2 × 2`
matrices, `Var(A) Var(B) = Cov(A,B)² + |⟨AB - BA⟩|²/4`. -/
theorem qubit_saturates_schroedinger {A B : Matrix (Fin 2) (Fin 2) ℂ} {ψ : Fin 2 → ℂ}
    (hA : A.IsHermitian) (hB : B.IsHermitian) (hψ : braket ψ ψ = 1) :
    variance A ψ * variance B ψ
      = covariance A B ψ ^ 2 + ‖expval (A * B - B * A) ψ‖ ^ 2 / 4 := by
  -- both centred vectors lie on the line through the partner
  have h := (slack_eq_zero_iff_collinear hA hB hψ).mpr
    ⟨partner ψ, _, _, centred_eq_partner A hψ, centred_eq_partner B hψ⟩
  unfold slack at h
  linarith
```

Three hand computations with Pauli matrices, which have no counterpart in the Lean code, show what each assumption does. Without normalisation, ψ = (2, 0) with A = 1 and B = σx gives variances −12 and 4 against a right side of zero. Without Hermiticity, A = iσx and B = σy in the state (1, 0) give −1 on the left and 1 on the right. For the maximally mixed state, σx and σy have unit variances while covariance and mean commutator vanish.

## Three levels

In ℂ³ the vectors orthogonal to a unit vector ψ form a subspace of complex dimension two, and two centred vectors can point in independent directions. Take A = |0⟩⟨1| + |1⟩⟨0|, B = |0⟩⟨2| + |2⟩⟨0| and ψ = |0⟩.

```lean
/-- The three-level coupling `|0⟩⟨1| + |1⟩⟨0|`. -/
def coupling01 : Matrix (Fin 3) (Fin 3) ℂ := !![0, 1, 0; 1, 0, 0; 0, 0, 0]

/-- The three-level coupling `|0⟩⟨2| + |2⟩⟨0|`. -/
def coupling02 : Matrix (Fin 3) (Fin 3) ℂ := !![0, 0, 1; 0, 0, 0; 1, 0, 0]

/-- The first basis vector `|0⟩` of `ℂ³`. -/
def level0 : Fin 3 → ℂ := ![1, 0, 0]
```

Here Aψ = |1⟩ and Bψ = |2⟩, both means vanish, and so u = |1⟩ and v = |2⟩, which are `hu` and `hv`. The Gram formula gives

slack = 1·1 − 0 = 1

The theorem also checks Hermiticity entry by entry and the normalisation of |0⟩, so saturation for all states and observables fails in dimension three with every other hypothesis in place.

```lean
/-- In `ℂ³` the two couplings are Hermitian, `|0⟩` is a unit vector, and their slack in
`|0⟩` equals one. -/
theorem three_level_slack_witness :
    coupling01.IsHermitian ∧ coupling02.IsHermitian ∧ braket level0 level0 = 1 ∧
      slack coupling01 coupling02 level0 = 1 := by
  have hA : coupling01.IsHermitian := by
    refine Matrix.IsHermitian.ext fun i j => ?_
    fin_cases i <;> fin_cases j <;> simp [coupling01]
  have hB : coupling02.IsHermitian := by
    refine Matrix.IsHermitian.ext fun i j => ?_
    fin_cases i <;> fin_cases j <;> simp [coupling02]
  have hψ : braket level0 level0 = 1 := by
    simp [braket, level0, dotProduct, Fin.sum_univ_three]
  -- the centred vectors are the orthonormal pair `|1⟩`, `|2⟩`
  have hu : centred coupling01 level0 = ![0, 1, 0] := by
    ext i
    fin_cases i <;>
      simp [centred, expval, braket, coupling01, level0, Matrix.mulVec, dotProduct,
        Fin.sum_univ_three]
  have hv : centred coupling02 level0 = ![0, 0, 1] := by
    ext i
    fin_cases i <;>
      simp [centred, expval, braket, coupling02, level0, Matrix.mulVec, dotProduct,
        Fin.sum_univ_three]
  refine ⟨hA, hB, hψ, ?_⟩
  rw [slack_eq_gram hA hB hψ, hu, hv]
  simp [braket, dotProduct, Fin.sum_univ_three]

end

end QubitSchroedingerSaturation
```

```lean
#print axioms QubitSchroedingerSaturation.qubit_variance
#print axioms QubitSchroedingerSaturation.qubit_saturates_schroedinger
```

```
'QubitSchroedingerSaturation.qubit_variance' depends on axioms: [propext, Classical.choice, Quot.sound]
'QubitSchroedingerSaturation.qubit_saturates_schroedinger' depends on axioms: [propext, Classical.choice, Quot.sound]
```
